# For a refocused wavevector of bounded slope and fixed duration, the triangle gives the largest diffusion weighting

Q: I ask an optimiser for a diffusion gradient waveform of duration $T$, and it falls short of the b-value I want. Without a ceiling on b, I can't tell whether the search was poor or the request impossible. Where is the ceiling?

A: At $G^2T^3/12$, for a gradient along one fixed axis. Let $g(t)$ be the effective gradient in angular frequency per length, with its sign reversed after each refocusing pulse. Up to a sign that flips with each refocusing pulse, a spin at rest at position $x$ has then gained the phase $q(t)\,x$, where $q(t)=\int_0^t g(s)\,ds$ is the dephasing wavevector. The hardware limit is $|g|\le G$, and the echo condition is $q(T)=0$. The diffusion weighting is $b=\int_0^T q(t)^2\,dt$.

Note the letter: $G$ here already contains the gyromagnetic ratio, whereas many textbooks write $G$ for the field gradient itself.

Q: Derive it before you show me any code.

A: The gradient limit gives $|q(s)-q(t)|=\left|\int_t^s g\right|\le G|s-t|$. Compare $q(t)$ with its two end values, both zero:

$$|q(t)|=|q(t)-q(0)|\le Gt,\qquad |q(t)|=|q(t)-q(T)|\le G(T-t).$$

So $|q(t)|\le\Lambda(t)$, where $\Lambda(t)=G\min(t,T-t)$ is a triangle. Squaring and integrating, with the two halves of the triangle equal by symmetry, gives

$$b\le\int_0^T\Lambda^2\,dt=2\int_0^{T/2}G^2t^2\,dt=\frac{2G^2}{3}\left(\frac T2\right)^3=\frac{G^2T^3}{12}.$$

Q: I would have stopped at $|q|\le Gt$.

A: Then you would get $G^2T^3/3$, four times too much. That estimate uses the start of the sequence and forgets that $q$ must return to zero.

Q: And who reaches the ceiling?

A: Only the triangle and its negative. If $b=G^2T^3/12$, the continuous, nonnegative function $\Lambda^2-q^2$ has zero integral, so it vanishes everywhere, in particular at $T/2$. Hence $|q(T/2)|=GT/2$. Take the positive sign first. The slope limit, seen from the midpoint, gives

$$q(t)\ge \frac{GT}{2}-G\left|t-\frac T2\right|=\Lambda(t).$$

Together with $q\le\Lambda$ this forces $q=\Lambda$. For the negative sign, apply the same argument to $-q$. Conversely, both functions have the square $\Lambda^2$ and so reach the bound.

Q: Now the formal version. What does it take a wavevector to be?

In Lean 4 with Mathlib:

```lean
import Mathlib

open Set MeasureTheory

namespace DiffusionWeighting

noncomputable section

/-- A dephasing wavevector `q` on `[0, T]` that starts at zero, is refocused at time `T`,
and changes at a rate of at most `G`. -/
structure IsRefocused (G T : ℝ) (q : ℝ → ℝ) : Prop where
  start : q 0 = 0
  finish : q T = 0
  lipschitz : ∀ s ∈ Icc 0 T, ∀ t ∈ Icc 0 T, |q s - q t| ≤ G * |s - t|
```

A: A real function `q` with three properties: zero at the start, zero at time `T`, and a slope limit between any two times in `Icc 0 T`, the closed interval $[0,T]$. The name `IsRefocused` therefore includes the hardware limit as well as the echo condition. Nothing is required of `q` outside the interval.

Q: And the b-value?

```lean
/-- The diffusion weighting (b-value): the time integral of `q ^ 2` from `0` to `T`. -/
def bValue (q : ℝ → ℝ) (T : ℝ) : ℝ := ∫ t in (0 : ℝ)..T, q t ^ 2

/-- The triangular wavevector `G min(t, T - t)`. -/
def triangle (G T t : ℝ) : ℝ := G * min t (T - t)

/-- The wavevector accumulated up to time `t` under a gradient waveform `g`, with `g` measured
in angular frequency per length. -/
def wavevector (g : ℝ → ℝ) (t : ℝ) : ℝ := ∫ s in (0 : ℝ)..t, g s
```

A: `bValue` is the integral of $q^2$, `triangle` is $\Lambda$, and `wavevector` is the accumulated gradient area. The convention is $q$ in radians per length, with no factor $1/2\pi$.

Q: A slope limit on $q$ is still an abstraction. My scanner plays gradients.

A: The link is proved. First come two continuity facts, one for the triangle and one for any admissible `q`, which follows from its slope limit. Then `isRefocused_wavevector` starts from a waveform `g` that is integrable, bounded by `G` and of zero total area, and shows that its wavevector is admissible. Abrupt switching is allowed.

```lean
theorem continuous_triangle (G T : ℝ) : Continuous (triangle G T) :=
  continuous_const.mul (continuous_id.min (continuous_const.sub continuous_id))

theorem IsRefocused.continuousOn {G T : ℝ} {q : ℝ → ℝ} (hq : IsRefocused G T q) :
    ContinuousOn q (Icc 0 T) := by
  have h : LipschitzOnWith (Real.toNNReal G) q (Icc 0 T) :=
    LipschitzOnWith.of_dist_le_mul fun s hs t ht => by
      rw [Real.dist_eq, Real.dist_eq]
      exact (hq.lipschitz s hs t ht).trans
        (mul_le_mul_of_nonneg_right (Real.le_coe_toNNReal G) (abs_nonneg _))
  exact h.continuousOn

/-- An integrable gradient waveform bounded by `G` on `[0, T]` and with zero total area produces a
refocused wavevector with rate of change at most `G`. -/
theorem isRefocused_wavevector {G T : ℝ} {g : ℝ → ℝ}
    (hg : IntervalIntegrable g volume 0 T) (hb : ∀ t ∈ Icc 0 T, |g t| ≤ G)
    (h0 : ∫ t in (0 : ℝ)..T, g t = 0) : IsRefocused G T (wavevector g) := by
  have hsub : ∀ s ∈ Icc 0 T, IntervalIntegrable g volume 0 s := fun s hs =>
    hg.mono_set (by
      rw [uIcc_of_le hs.1, uIcc_of_le (hs.1.trans hs.2)]
      exact Icc_subset_Icc_right hs.2)
  refine ⟨intervalIntegral.integral_same, h0, fun s hs t ht => ?_⟩
  unfold wavevector
  -- the change of the wavevector is the gradient area between the two times
  rw [intervalIntegral.integral_interval_sub_left (hsub s hs) (hsub t ht), ← Real.norm_eq_abs]
  apply intervalIntegral.norm_integral_le_of_norm_le_const
  intro x hx
  rw [Real.norm_eq_abs]
  apply hb
  rcases mem_uIoc.1 hx with h | h
  · exact ⟨by linarith [ht.1, h.1], by linarith [hs.2, h.2]⟩
  · exact ⟨by linarith [hs.1, h.1], by linarith [ht.2, h.2]⟩
```

The proof writes $q(s)-q(t)$ as the integral of $g$ between the two times and bounds it by $G$ times the length of that interval, as in the derivation.

Q: Is the triangle itself admissible, or only an envelope?

A: It is admissible for `G ≥ 0` and `T ≥ 0`. The proof checks the cases in which the two times lie in the rising or falling half; in each one the slope limit is a linear inequality.

```lean
/-- For `G ≥ 0` and `T ≥ 0` the triangular wavevector is refocused and changes at a rate of
at most `G`. -/
theorem isRefocused_triangle {G T : ℝ} (hG : 0 ≤ G) (hT : 0 ≤ T) :
    IsRefocused G T (triangle G T) := by
  refine ⟨by simp [triangle, hT], by simp [triangle, hT], fun s _ t _ => ?_⟩
  unfold triangle
  rw [← mul_sub, abs_mul, abs_of_nonneg hG]
  refine mul_le_mul_of_nonneg_left ?_ hG
  rw [abs_le]
  rcases min_cases s (T - s) with ⟨h1, h2⟩ | ⟨h1, h2⟩ <;>
  rcases min_cases t (T - t) with ⟨h3, h4⟩ | ⟨h3, h4⟩ <;>
  rw [h1, h3] <;> constructor <;>
  linarith [le_abs_self (s - t), neg_abs_le (s - t)]
```

The envelope comes next. `h1` compares with the start, `h2` with the end, and the minimum is whichever of the two applies.

```lean
/-- At every time in `[0, T]` the magnitude of a refocused wavevector with rate of change at most
`G` is at most the triangle `G min(t, T - t)`. -/
theorem IsRefocused.abs_le_triangle {G T : ℝ} {q : ℝ → ℝ} (hq : IsRefocused G T q)
    {t : ℝ} (ht : t ∈ Icc 0 T) : |q t| ≤ triangle G T t := by
  have hT : 0 ≤ T := ht.1.trans ht.2
  -- compare with the start and with the end of the sequence
  have h1 := hq.lipschitz t ht 0 ⟨le_rfl, hT⟩
  have h2 := hq.lipschitz t ht T ⟨hT, le_rfl⟩
  rw [hq.start, sub_zero, sub_zero, abs_of_nonneg ht.1] at h1
  rw [hq.finish, sub_zero, abs_sub_comm, abs_of_nonneg (sub_nonneg.2 ht.2)] at h2
  unfold triangle
  rcases min_choice t (T - t) with h | h <;> rw [h] <;> assumption
```

Q: Where does the twelve come from?

A: From the integral of the squared triangle. `h1` evaluates the first half as $G^2(T/2)^3/3$, `h2` reflects $t\mapsto T-t$ to show that the second half is equal, and the last lines add them.

```lean
/-- For `T ≥ 0` the triangular wavevector has diffusion weighting `G² T³ / 12`. -/
theorem bValue_triangle (G : ℝ) {T : ℝ} (hT : 0 ≤ T) :
    bValue (triangle G T) T = G ^ 2 * T ^ 3 / 12 := by
  have hc : Continuous fun t => triangle G T t ^ 2 := (continuous_triangle G T).pow 2
  have h1 : ∫ t in (0 : ℝ)..(T / 2), triangle G T t ^ 2 = G ^ 2 * (T / 2) ^ 3 / 3 := by
    have h : ∫ t in (0 : ℝ)..(T / 2), triangle G T t ^ 2
        = ∫ t in (0 : ℝ)..(T / 2), G ^ 2 * t ^ 2 := by
      apply intervalIntegral.integral_congr
      intro t ht
      rw [uIcc_of_le (by linarith)] at ht
      simp only [triangle]
      rw [min_eq_left (by linarith [ht.2])]
      ring
    rw [h, intervalIntegral.integral_const_mul, integral_pow]
    push_cast
    ring
  -- the second half is the mirror image of the first
  have h2 : ∫ t in (T / 2)..T, triangle G T t ^ 2
      = ∫ t in (0 : ℝ)..(T / 2), triangle G T t ^ 2 := by
    have e : ∀ t, triangle G T (T - t) = triangle G T t := by
      intro t
      unfold triangle
      rw [sub_sub_cancel, min_comm]
    have h := intervalIntegral.integral_comp_sub_left (a := T / 2) (b := T)
      (fun t => triangle G T t ^ 2) T
    simp only [e, sub_self] at h
    rwa [show T - T / 2 = T / 2 by ring] at h
  unfold bValue
  rw [← intervalIntegral.integral_add_adjacent_intervals
    (hc.intervalIntegrable 0 (T / 2)) (hc.intervalIntegrable (T / 2) T), h2, h1]
  ring
```

Q: Then the midpoint argument?

A: It is a separate lemma. Given $q(T/2)=GT/2$, `hup` is the envelope from above and `hlow` the slope limit from the midpoint. Treating $t\le T/2$ and $t\ge T/2$ separately removes the absolute value.

```lean
/-- A refocused wavevector with rate of change at most `G` that reaches `G T / 2` at half time is
the triangle on all of `[0, T]`. -/
theorem IsRefocused.eq_triangle {G T : ℝ} {q : ℝ → ℝ} (hq : IsRefocused G T q)
    (hmid : q (T / 2) = G * (T / 2)) {t : ℝ} (ht : t ∈ Icc 0 T) : q t = triangle G T t := by
  have hT : 0 ≤ T := ht.1.trans ht.2
  have hup := (abs_le.1 (hq.abs_le_triangle ht)).2
  have hl := hq.lipschitz (T / 2) ⟨by linarith, by linarith⟩ t ht
  have hlow := (le_abs_self _).trans hl
  rw [hmid] at hlow
  refine le_antisymm hup ?_
  unfold triangle
  rcases le_total t (T / 2) with h | h
  · rw [abs_of_nonneg (by linarith)] at hlow
    rw [min_eq_left (by linarith)]
    linarith
  · rw [abs_of_nonpos (by linarith)] at hlow
    rw [min_eq_right (by linarith)]
    linarith
```

Q: Read me the main theorem in words.

A: Let $T>0$ and let $q$ be admissible. Then $b\le G^2T^3/12$, and equality holds exactly when $q$ is the triangle on all of $[0,T]$ or its negative on all of $[0,T]$. The sign is chosen once for the whole interval.

```lean
/-- For `T > 0`, a refocused wavevector with rate of change at most `G` has diffusion weighting
at most `G² T³ / 12`, with equality exactly for the triangle `G min(t, T - t)` and its
negative. -/
theorem bValue_le_and_eq_iff {G T : ℝ} {q : ℝ → ℝ} (hT : 0 < T) (hq : IsRefocused G T q) :
    bValue q T ≤ G ^ 2 * T ^ 3 / 12 ∧
    (bValue q T = G ^ 2 * T ^ 3 / 12 ↔
      (∀ t ∈ Icc 0 T, q t = triangle G T t) ∨ (∀ t ∈ Icc 0 T, q t = -triangle G T t)) := by
  have hqc : ContinuousOn (fun t => q t ^ 2) (Icc 0 T) := hq.continuousOn.pow 2
  have htc : ContinuousOn (fun t => triangle G T t ^ 2) (Icc 0 T) :=
    ((continuous_triangle G T).pow 2).continuousOn
  have hle : ∀ t ∈ Icc 0 T, q t ^ 2 ≤ triangle G T t ^ 2 := fun t ht => by
    rw [← sq_abs (q t)]
    exact pow_le_pow_left₀ (abs_nonneg _) (hq.abs_le_triangle ht) 2
  rw [← bValue_triangle G hT.le]
  refine ⟨intervalIntegral.integral_mono_on hT.le (hqc.intervalIntegrable_of_Icc hT.le)
    (htc.intervalIntegrable_of_Icc hT.le) hle, fun heq => ?_, fun h => ?_⟩
  · have hm : T / 2 ∈ Icc 0 T := ⟨by linarith, by linarith⟩
    -- a deficit at half time would make the integral strictly smaller
    have habs : |q (T / 2)| = triangle G T (T / 2) := by
      by_contra hne
      have hlt := lt_of_le_of_ne (hq.abs_le_triangle hm) hne
      have hsq : q (T / 2) ^ 2 < triangle G T (T / 2) ^ 2 := by
        rw [← sq_abs (q (T / 2))]
        exact pow_lt_pow_left₀ hlt (abs_nonneg _) two_ne_zero
      have hint := intervalIntegral.integral_lt_integral_of_continuousOn_of_le_of_exists_lt
        hT hqc htc (fun t ht => hle t ⟨ht.1.le, ht.2⟩) ⟨T / 2, hm, hsq⟩
      exact hint.ne heq
    have hpeak : triangle G T (T / 2) = G * (T / 2) := by
      unfold triangle
      rw [show T - T / 2 = T / 2 by ring, min_self]
    rw [hpeak] at habs
    rcases abs_choice (q (T / 2)) with h | h
    · exact Or.inl fun t ht => hq.eq_triangle (h.symm.trans habs) ht
    · -- the other sign follows by reversing the wavevector
      have hneg : IsRefocused G T (fun t => -q t) := by
        refine ⟨by simp [hq.start], by simp [hq.finish], fun s hs t ht => ?_⟩
        show |-q s - -q t| ≤ G * |s - t|
        rw [show -q s - -q t = -(q s - q t) by ring, abs_neg]
        exact hq.lipschitz s hs t ht
      refine Or.inr fun t ht => ?_
      have h' : -q t = triangle G T t := hneg.eq_triangle (h.symm.trans habs) ht
      linarith
  · apply intervalIntegral.integral_congr
    intro t ht
    rw [uIcc_of_le hT.le] at ht
    show q t ^ 2 = triangle G T t ^ 2
    rcases h with h | h <;> rw [h t ht]
    ring
```

`hle` is the squared envelope, and monotonicity of the integral gives the bound. For the equality case, `habs` argues by contradiction: a deficit at half time would, by continuity, make the integral strictly smaller. The sign of $q(T/2)$ then selects the alternative, and `hneg` shows that $-q$ is admissible, so the midpoint lemma serves for both signs. The final bullet is the converse, where the two squares agree.

Q: I see no assumption that $G$ is positive. What if it is zero?

A: The slope limit between $0$ and $T$ reads $0\le GT$, so $G\ge0$ follows. With $G=0$ there is no gradient: $q$ vanishes on the interval, $b=0$ equals the ceiling, and the two alternatives coincide.

Q: What I measure is a signal, though.

A: The last theorem turns the bound into one on the attenuation factor: for a diffusion coefficient $D\ge0$ and a waveform as above, $e^{-Db}\ge e^{-DG^2T^3/12}$.

```lean
/-- For `T > 0`, diffusion coefficient `D ≥ 0` and an integrable gradient waveform of zero total
area bounded by `G`, the attenuation factor `exp(-D b)` is at least `exp(-D G² T³ / 12)`. -/
theorem attenuation_ge {G T D : ℝ} {g : ℝ → ℝ} (hT : 0 < T) (hD : 0 ≤ D)
    (hg : IntervalIntegrable g volume 0 T) (hb : ∀ t ∈ Icc 0 T, |g t| ≤ G)
    (h0 : ∫ t in (0 : ℝ)..T, g t = 0) :
    Real.exp (-(D * (G ^ 2 * T ^ 3 / 12))) ≤ Real.exp (-(D * bValue (wavevector g) T)) := by
  have h := (bValue_le_and_eq_iff hT (isRefocused_wavevector hg hb h0)).1
  exact Real.exp_le_exp.2 (neg_le_neg (mul_le_mul_of_nonneg_left h hD))

end

end DiffusionWeighting
```

The larger $b$ is, the smaller the factor, so the inequality reverses. The step left to physics is the identification of $e^{-Db}$ with the measured diffusion attenuation. That holds for free, isotropic diffusion with a uniform gradient and ideal pulses; in a restricting pore the signal need not follow it.

Q: And can a real gradient produce the triangle? Its corner looks unphysical.

A: The corner means that the effective gradient jumps from $+G$ to $-G$ at half time. A gradient held constant from $0$ to $T$, with an ideal refocusing pulse at $T/2$, does that without switching any current in between. This reading is my addition; the checked equality case concerns $q$. Finite ramps and pulse lengths only narrow the choice of waveforms, so the ceiling still applies, though it may not be reached.

Q: So what do I do with my optimiser?

A: Compare its target with $G^2T^3/12$. For a single-axis waveform with gradient limit $G$ and complete refocusing at $T$, a target above that value is impossible, and a computed b clearly above it points to a fault, for instance in the units, the gradient limit, the refocusing condition or the time integration.

```lean
#print axioms DiffusionWeighting.isRefocused_triangle
#print axioms DiffusionWeighting.attenuation_ge
```

```
'DiffusionWeighting.isRefocused_triangle' depends on axioms: [propext, Classical.choice, Quot.sound]
'DiffusionWeighting.attenuation_ge' depends on axioms: [propext, Classical.choice, Quot.sound]
```
